# A smooth mixing angle for two real electronic states whose gap never closes, and its derivative

## The coupling between two adiabatic states

A fewest-switches surface-hopping calculation for an electron shared between two sites can use the nonadiabatic coupling of the two adiabatic states at the nuclear positions x that a trajectory visits. If the model supplies the energies D(x) and −D(x) of two diabatic states that do not themselves change with x, and their electronic coupling V(x), the nonadiabatic coupling follows from values and slopes alone, up to a sign set by the order and signs of the adiabatic states:

(D V′ − V D′) / (2r²), with r = √(D² + V²).

No eigenvectors have to be differentiated, which is convenient because a diagonalisation routine may choose their signs independently at each position. The formula is the derivative of a mixing angle, and reading it that way on the whole line at once requires an angle that can be followed smoothly along x. Such an angle exists if D and V are continuously differentiable (C1) on the whole line and the gap 2r never closes.

The Hamiltonian in the diabatic basis is

H = [[D, V], [V, −D]].

The mean of the two diabatic energies is left out, since it shifts both levels equally and leaves the eigenvectors alone. A mixing angle is a function a(x) with

D = r cos 2a, V = r sin 2a.

Some texts call 2a the mixing angle. The full diabatic energy difference is 2D.

## Constructing the angle

Write w = (D V′ − V D′)/(2r²) for the proposed rate. Pick t with D(0) = r(0) cos t and V(0) = r(0) sin t, and set

a(x) = t/2 + ∫₀ˣ w(y) dy.

Since r is never zero, w is continuous, so a is C1 and a′ = w. It remains to show that a satisfies the polar equations away from the origin.

Let g = (D D′ + V V′)/r². Differentiating r² = D² + V² gives r′ = g r. Substituting the definitions of g and w also gives

D′ = g D − 2w V, V′ = g V + 2w D.

Now let N = D cos 2a + V sin 2a. Then

N′ = D′ cos 2a + V′ sin 2a + 2w (V cos 2a − D sin 2a)
= g N + 2w (D sin 2a − V cos 2a) + 2w (V cos 2a − D sin 2a)
= g N.

N and r therefore have the same logarithmic rate g, and

(N/r)′ = (g N r − N g r)/r² = 0.

At the origin N = r, so N = r everywhere. Consequently

(D − r cos 2a)² + (V − r sin 2a)² = r² − 2r N + r² = 0,

and both squares vanish, which gives the two polar equations.

## Every continuous angle has the same derivative

Let a and b be continuous mixing angles. Dividing the polar equations by r shows that 2a and 2b have equal cosines and equal sines, so

cos(2b − 2a) = cos² 2a + sin² 2a = 1.

Hence b − a = nπ with an integer n(x). As n = (b − a)/π is continuous and integer-valued on the line, it is constant. Every continuous mixing angle thus differs by a constant from the one constructed above and has derivative w. Continuity is assumed because an angle could otherwise jump by π, reversing the signs of both states.

## Adiabatic states and a closed gap

For the normalised vectors u = (cos a, sin a) and l = (−sin a, cos a), the angle-difference formulas give

H u = r (cos 2a cos a + sin 2a sin a, sin 2a cos a − cos 2a sin a) = r u,
H l = r (−cos 2a sin a + sin 2a cos a, −sin 2a sin a − cos 2a cos a) = −r l.

Differentiating the upper state gives u′ = a′ l, so the coupling l · u′ equals a′. With the states in the other order, u · l′, the sign is reversed.

A gap that closes at a single point can already destroy the angle. For D = x and V = 0, the first polar equation reads x = |x| cos 2a, so cos 2a is 1 on the right and −1 on the left. No continuous a can achieve this.

## The statement in Lean

The functions `D`, `V` and `a` have type `ℝ → ℝ`: one nuclear coordinate, two electronic states, real coupling. `halfGap D V x` is r, and `IsMixingAngle D V a` requires both polar equations at every x. `ContDiff ℝ 1` means C1, and the hypothesis `h` says that D² + V² is nonzero everywhere, so the adiabatic levels never touch.

The main theorem, `mixing_angle`, has two parts. The first provides a C1 mixing angle. The second takes any mixing angle assumed only to be continuous and gives its derivative at every x through `HasDerivAt`, which includes differentiability.

`diabaticH`, `upperState` and `lowerState` are H, u and l, with `*ᵥ` the matrix-vector product. `nonadiabatic_coupling` differentiates the components of u. This represents the derivative of the electronic wavefunction if the diabatic basis states do not themselves change with x.

```lean
import Mathlib

open Matrix

namespace TwoStateMixingAngle

noncomputable section

/-- Half the adiabatic energy gap, `r = √(D² + V²)`, of a two-state system with diabatic
energies `D`, `-D` and electronic coupling `V`. -/
def halfGap (D V : ℝ → ℝ) (x : ℝ) : ℝ := √(D x ^ 2 + V x ^ 2)

/-- The function `a` is a mixing angle for `D` and `V` if `D = r cos 2a` and `V = r sin 2a`
at every nuclear position. -/
def IsMixingAngle (D V a : ℝ → ℝ) : Prop :=
  ∀ x, D x = halfGap D V x * Real.cos (2 * a x) ∧ V x = halfGap D V x * Real.sin (2 * a x)

/-- The rate `(D V' - V D') / (2 r²)`, meant for differentiable `D`, `V` and positions where
the gap is open. -/
def mixingRate (D V : ℝ → ℝ) (x : ℝ) : ℝ :=
  (D x * deriv V x - V x * deriv D x) / (2 * halfGap D V x ^ 2)

/-- The two-state Hamiltonian in the diabatic basis. -/
def diabaticH (D V : ℝ → ℝ) (x : ℝ) : Matrix (Fin 2) (Fin 2) ℝ :=
  !![D x, V x; V x, -D x]

/-- The state `(cos a, sin a)` in the diabatic basis. -/
def upperState (a : ℝ → ℝ) (x : ℝ) : Fin 2 → ℝ := ![Real.cos (a x), Real.sin (a x)]

/-- The state `(-sin a, cos a)` in the diabatic basis. -/
def lowerState (a : ℝ → ℝ) (x : ℝ) : Fin 2 → ℝ := ![-Real.sin (a x), Real.cos (a x)]

/-- The square of half the gap is `D² + V²`. -/
theorem halfGap_sq (D V : ℝ → ℝ) (x : ℝ) : halfGap D V x ^ 2 = D x ^ 2 + V x ^ 2 :=
  Real.sq_sqrt (by positivity)

/-- The gap is open wherever `D² + V²` is not zero. -/
theorem halfGap_pos {D V : ℝ → ℝ} {x : ℝ} (h : D x ^ 2 + V x ^ 2 ≠ 0) :
    0 < halfGap D V x :=
  Real.sqrt_pos.2 (lt_of_le_of_ne (by positivity) (Ne.symm h))

/-- If `D` and `V` are differentiable at a position with open gap, and an angle turns there at the
mixing rate, then at that position the overlap of `(D, V)/r` with the direction `(cos 2a, sin 2a)`
is stationary. -/
theorem hasDerivAt_overlap {D V a : ℝ → ℝ} {x : ℝ} (hD : DifferentiableAt ℝ D x)
    (hV : DifferentiableAt ℝ V x) (h : D x ^ 2 + V x ^ 2 ≠ 0)
    (ha : HasDerivAt a (mixingRate D V x) x) :
    HasDerivAt (fun y => (D y * Real.cos (2 * a y) + V y * Real.sin (2 * a y)) /
      halfGap D V y) 0 x := by
  have hr : halfGap D V x ≠ 0 := (halfGap_pos h).ne'
  have hsq := halfGap_sq D V x
  -- both numerator and gap grow at the same logarithmic rate g
  obtain ⟨g, hg⟩ : ∃ g : ℝ, g * halfGap D V x ^ 2 = D x * deriv D x + V x * deriv V x :=
    ⟨(D x * deriv D x + V x * deriv V x) / halfGap D V x ^ 2,
      div_mul_cancel₀ _ (pow_ne_zero 2 hr)⟩
  have hw : 2 * mixingRate D V x * halfGap D V x ^ 2 =
      D x * deriv V x - V x * deriv D x := by
    unfold mixingRate
    field_simp
  have hgap : HasDerivAt (halfGap D V) (g * halfGap D V x) x := by
    have h1 := ((hD.hasDerivAt.fun_pow 2).fun_add (hV.hasDerivAt.fun_pow 2)).sqrt h
    refine h1.congr_deriv ?_
    change _ / (2 * halfGap D V x) = _
    rw [div_eq_iff (mul_ne_zero two_ne_zero hr)]
    norm_num
    linear_combination (-2) * hg
  have h2 : HasDerivAt (fun y => 2 * a y) (2 * mixingRate D V x) x := ha.const_mul 2
  have hnum : HasDerivAt (fun y => D y * Real.cos (2 * a y) + V y * Real.sin (2 * a y))
      (g * (D x * Real.cos (2 * a x) + V x * Real.sin (2 * a x))) x := by
    refine ((hD.hasDerivAt.fun_mul h2.cos).fun_add
      (hV.hasDerivAt.fun_mul h2.sin)).congr_deriv ?_
    apply mul_right_cancel₀ (pow_ne_zero 2 hr)
    linear_combination
      (deriv D x * Real.cos (2 * a x) + deriv V x * Real.sin (2 * a x)) * hsq
      + (V x * Real.cos (2 * a x) - D x * Real.sin (2 * a x)) * hw
      - (D x * Real.cos (2 * a x) + V x * Real.sin (2 * a x)) * hg
  refine (hnum.fun_div hgap hr).congr_deriv ?_
  rw [div_eq_zero_iff]
  left
  ring

/-- For C1 functions `D`, `V` whose gap never closes there is a C1 mixing angle that turns at
the mixing rate. -/
theorem exists_angle {D V : ℝ → ℝ} (hD : ContDiff ℝ 1 D) (hV : ContDiff ℝ 1 V)
    (h : ∀ x, D x ^ 2 + V x ^ 2 ≠ 0) :
    ∃ a : ℝ → ℝ, ContDiff ℝ 1 a ∧ IsMixingAngle D V a ∧
      ∀ x, HasDerivAt a (mixingRate D V x) x := by
  obtain ⟨dD, cD⟩ := contDiff_one_iff_deriv.1 hD
  obtain ⟨dV, cV⟩ := contDiff_one_iff_deriv.1 hV
  have hr : ∀ x, halfGap D V x ≠ 0 := fun x => (halfGap_pos (h x)).ne'
  have cr : Continuous (halfGap D V) :=
    ((dD.continuous.pow 2).add (dV.continuous.pow 2)).sqrt
  have cm : Continuous (mixingRate D V) :=
    ((dD.continuous.mul cV).sub (dV.continuous.mul cD)).div
      (continuous_const.mul (cr.pow 2))
      (fun x => mul_ne_zero two_ne_zero (pow_ne_zero 2 (hr x)))
  -- the angle at the origin
  obtain ⟨t, ht1, ht2⟩ : ∃ t : ℝ, D 0 = halfGap D V 0 * Real.cos t ∧
      V 0 = halfGap D V 0 * Real.sin t := by
    have hn : ‖(⟨D 0, V 0⟩ : ℂ)‖ = halfGap D V 0 := Complex.norm_eq_sqrt_sq_add_sq _
    refine ⟨Complex.arg ⟨D 0, V 0⟩, ?_, ?_⟩
    · rw [← hn, Complex.norm_mul_cos_arg]
    · rw [← hn, Complex.norm_mul_sin_arg]
  -- integrate the rate from there
  obtain ⟨a, ha0, ha⟩ : ∃ a : ℝ → ℝ, 2 * a 0 = t ∧
      ∀ x, HasDerivAt a (mixingRate D V x) x := by
    refine ⟨fun x => t / 2 + ∫ y in (0 : ℝ)..x, mixingRate D V y, ?_, fun x => ?_⟩
    · simp only [intervalIntegral.integral_same]
      ring
    · exact (cm.integral_hasStrictDerivAt 0 x).hasDerivAt.const_add (t / 2)
  refine ⟨a, contDiff_one_iff_deriv.2 ⟨fun x => (ha x).differentiableAt, ?_⟩, ?_, ha⟩
  · rw [show deriv a = mixingRate D V from funext fun x => (ha x).deriv]
    exact cm
  intro x
  have hP := fun y => hasDerivAt_overlap (dD y) (dV y) (h y) (ha y)
  have hc := is_const_of_deriv_eq_zero (fun y => (hP y).differentiableAt)
    (fun y => (hP y).deriv) x 0
  have h0 : (D 0 * Real.cos (2 * a 0) + V 0 * Real.sin (2 * a 0)) / halfGap D V 0 = 1 := by
    rw [div_eq_iff (hr 0), ha0]
    linear_combination Real.cos t * ht1 + Real.sin t * ht2
      + halfGap D V 0 * Real.sin_sq_add_cos_sq t
  have hN := hc.trans h0
  rw [div_eq_iff (hr x), one_mul] at hN
  -- unit overlap forces the two directions to coincide
  have hs : (D x - halfGap D V x * Real.cos (2 * a x)) ^ 2
      + (V x - halfGap D V x * Real.sin (2 * a x)) ^ 2 = 0 := by
    linear_combination (-1) * halfGap_sq D V x - 2 * halfGap D V x * hN
      + halfGap D V x ^ 2 * Real.sin_sq_add_cos_sq (2 * a x)
  have p1 := sq_nonneg (D x - halfGap D V x * Real.cos (2 * a x))
  have p2 := sq_nonneg (V x - halfGap D V x * Real.sin (2 * a x))
  exact ⟨sub_eq_zero.1 (pow_eq_zero_iff two_ne_zero |>.1 (by linarith)),
    sub_eq_zero.1 (pow_eq_zero_iff two_ne_zero |>.1 (by linarith))⟩

/-- If the gap never closes, two continuous mixing angles differ by a constant integer
multiple of `π`. -/
theorem angle_unique {D V a b : ℝ → ℝ} (h : ∀ x, D x ^ 2 + V x ^ 2 ≠ 0)
    (ca : Continuous a) (cb : Continuous b) (ha : IsMixingAngle D V a)
    (hb : IsMixingAngle D V b) : ∃ n : ℤ, ∀ x, b x = a x + n * Real.pi := by
  have h1 : ∀ x, ∃ n : ℤ, (n : ℝ) * (2 * Real.pi) = 2 * b x - 2 * a x := by
    intro x
    have hr := (halfGap_pos (h x)).ne'
    have e1 := mul_left_cancel₀ hr ((hb x).1.symm.trans (ha x).1)
    have e2 := mul_left_cancel₀ hr ((hb x).2.symm.trans (ha x).2)
    rw [← Real.cos_eq_one_iff, Real.cos_sub, e1, e2]
    linear_combination Real.sin_sq_add_cos_sq (2 * a x)
  choose n hn using h1
  have cn : Continuous (fun x => (n x : ℝ)) := by
    have e : (fun x => (n x : ℝ)) = fun x => (b x - a x) / Real.pi := by
      funext x
      rw [eq_div_iff Real.pi_ne_zero]
      linarith [hn x]
    rw [e]
    exact (cb.sub ca).div_const _
  -- a continuous integer-valued function on the line is constant
  have cz : Continuous n := Int.isClosedEmbedding_coe_real.isInducing.continuous_iff.2 cn
  refine ⟨n 0, fun x => ?_⟩
  have e : n x = n 0 := PreconnectedSpace.constant inferInstance cz
  rw [← e]
  linarith [hn x]

/-- For C1 functions `D`, `V` with `D² + V²` never zero, a C1 mixing angle exists, and every
continuous mixing angle has derivative `(D V' - V D') / (2 r²)`. -/
theorem mixing_angle {D V : ℝ → ℝ} (hD : ContDiff ℝ 1 D) (hV : ContDiff ℝ 1 V)
    (h : ∀ x, D x ^ 2 + V x ^ 2 ≠ 0) :
    (∃ a : ℝ → ℝ, ContDiff ℝ 1 a ∧ IsMixingAngle D V a) ∧
    ∀ a : ℝ → ℝ, Continuous a → IsMixingAngle D V a → ∀ x,
      HasDerivAt a ((D x * deriv V x - V x * deriv D x) / (2 * halfGap D V x ^ 2)) x := by
  obtain ⟨b, cb, hb, db⟩ := exists_angle hD hV h
  refine ⟨⟨b, cb, hb⟩, fun a ca ha x => ?_⟩
  obtain ⟨n, hn⟩ := angle_unique h cb.continuous ca hb ha
  rw [show a = fun y => b y + n * Real.pi from funext hn]
  exact (db x).add_const _

/-- For any mixing angle, `(cos a, sin a)` and `(-sin a, cos a)` are eigenvectors of the
diabatic Hamiltonian with energies `r` and `-r`. -/
theorem adiabatic_states {D V a : ℝ → ℝ} (ha : IsMixingAngle D V a) (x : ℝ) :
    diabaticH D V x *ᵥ upperState a x = halfGap D V x • upperState a x ∧
    diabaticH D V x *ᵥ lowerState a x = (-halfGap D V x) • lowerState a x := by
  obtain ⟨h1, h2⟩ := ha x
  rw [Real.cos_two_mul] at h1
  rw [Real.sin_two_mul] at h2
  have e1 : D x * Real.cos (a x) + V x * Real.sin (a x)
      = halfGap D V x * Real.cos (a x) := by
    linear_combination Real.cos (a x) * h1 + Real.sin (a x) * h2
      + 2 * halfGap D V x * Real.cos (a x) * Real.sin_sq_add_cos_sq (a x)
  have e2 : V x * Real.cos (a x) - D x * Real.sin (a x)
      = halfGap D V x * Real.sin (a x) := by
    linear_combination Real.cos (a x) * h2 - Real.sin (a x) * h1
  constructor <;> ext i <;> fin_cases i <;>
    simp [diabaticH, upperState, lowerState, Matrix.mulVec, dotProduct,
      Fin.sum_univ_two] <;> linarith

/-- Nonadiabatic coupling: for C1 functions `D`, `V` whose gap never closes and a continuous
mixing angle, the derivative of the upper state is the mixing rate times the lower state. -/
theorem nonadiabatic_coupling {D V a : ℝ → ℝ} (hD : ContDiff ℝ 1 D) (hV : ContDiff ℝ 1 V)
    (h : ∀ x, D x ^ 2 + V x ^ 2 ≠ 0) (ca : Continuous a) (ha : IsMixingAngle D V a)
    (x : ℝ) : HasDerivAt (upperState a) (mixingRate D V x • lowerState a x) x := by
  have da : HasDerivAt a (mixingRate D V x) x := (mixing_angle hD hV h).2 a ca ha x
  refine hasDerivAt_pi.2 (Fin.forall_fin_two.2 ⟨?_, ?_⟩)
  · change HasDerivAt (fun y => Real.cos (a y)) (mixingRate D V x * -Real.sin (a x)) x
    exact da.cos.congr_deriv (by ring)
  · change HasDerivAt (fun y => Real.sin (a y)) (mixingRate D V x * Real.cos (a x)) x
    exact da.sin.congr_deriv (by ring)

/-- For the uncoupled linear crossing `D(x) = x`, `V = 0` there is no continuous mixing
angle. -/
theorem no_angle_through_crossing :
    ¬ ∃ a : ℝ → ℝ, Continuous a ∧ IsMixingAngle (fun x => x) (fun _ => 0) a := by
  rintro ⟨a, ca, ha⟩
  have key : ∀ x : ℝ, x = |x| * Real.cos (2 * a x) := by
    intro x
    have hx : halfGap (fun x => x) (fun _ => 0) x = |x| := by
      simp [halfGap, Real.sqrt_sq_eq_abs]
    have h1 := (ha x).1
    rw [hx] at h1
    exact h1
  have cc : Continuous (fun x => Real.cos (2 * a x)) :=
    Real.continuous_cos.comp (continuous_const.mul ca)
  have hm := key (-1)
  have hp := key 1
  rw [abs_neg, abs_one, one_mul] at hm
  rw [abs_one, one_mul] at hp
  -- the cosine would have to take both values 0 and 1/2 at the crossing
  obtain ⟨y, hy⟩ := mem_range_of_exists_le_of_exists_ge (c := (0 : ℝ)) cc
    ⟨-1, by linarith⟩ ⟨1, by linarith⟩
  obtain ⟨z, hz⟩ := mem_range_of_exists_le_of_exists_ge (c := (1 / 2 : ℝ)) cc
    ⟨-1, by linarith⟩ ⟨1, by linarith⟩
  have ky := key y
  have kz := key z
  dsimp only at hy hz
  rw [hy, mul_zero] at ky
  rw [hz] at kz
  have z0 : z = 0 := by
    rcases abs_cases z with ⟨e, _⟩ | ⟨e, _⟩ <;> rw [e] at kz <;> linarith
  rw [ky] at hy
  rw [z0] at hz
  linarith

end

end TwoStateMixingAngle
```

```lean
#print axioms TwoStateMixingAngle.adiabatic_states
#print axioms TwoStateMixingAngle.nonadiabatic_coupling
#print axioms TwoStateMixingAngle.no_angle_through_crossing
```

```
'TwoStateMixingAngle.adiabatic_states' depends on axioms: [propext, Classical.choice, Quot.sound]
'TwoStateMixingAngle.nonadiabatic_coupling' depends on axioms: [propext, Classical.choice, Quot.sound]
'TwoStateMixingAngle.no_angle_through_crossing' depends on axioms: [propext, Classical.choice, Quot.sound]
```

## From the rate to the polar equations

`halfGap_sq` and `halfGap_pos` supply r² = D² + V² and r > 0. `hasDerivAt_overlap` is the calculation (N/r)′ = 0. Its facts `hg` and `hw` are the definitions of g and w with denominators cleared, `hgap` is r′ = g r, and `hnum` is N′ = g N. To prove the last, Lean multiplies by r² and lets `linear_combination` check the resulting polynomial identity.

`exists_angle` takes t from the argument of the complex number D(0) + iV(0). The fundamental theorem of calculus, through `cm.integral_hasStrictDerivAt`, gives a′ = w. Then `is_const_of_deriv_eq_zero` carries the value N/r = 1 from the origin to every x, and `hs` is the vanishing sum of squares.

## Integer shifts, eigenvectors and the crossing

In `angle_unique`, `Real.cos_eq_one_iff` produces an integer at each position and `choose` collects these into a function `n`. Its continuity as a real function is transferred to the integers, and `PreconnectedSpace.constant` makes it constant. `mixing_angle` then writes the given angle as the constructed one plus nπ.

`adiabatic_states` uses the double-angle formulas and compares components; it needs neither an open gap nor continuity. `nonadiabatic_coupling` applies the chain rule to each component. In `no_angle_through_crossing`, the intermediate value theorem makes cos 2a take the values 0 and 1/2. The equation x = |x| cos 2a places both at x = 0, a contradiction.

## A pointwise angle, and periodic paths

The angle could have been defined pointwise as half the principal argument of D + iV. The polar equations would then hold by construction, but the angle would jump by π whenever the path (D, V) crosses the negative D axis, and the derivative formula would need an exception there.

The uniqueness argument also covers periodic paths, a consequence derived here in prose only. If D and V have period L, then a(x + L) is another continuous mixing angle, so

a(x + L) = a(x) + nπ

with a fixed integer n. This n is the net number of anticlockwise turns of (D, V) around the origin in one period. For odd n, both adiabatic states return with reversed sign.
